# A mean value theorem for iterated forward differences

A real function \(f\) is known at the equally spaced points \(x, x+h, \dots, x+nh\), and its \(n\)-th derivative is wanted. The usual estimate starts from the alternating binomial sum

\[
S_n f(x)=\sum_{k=0}^{n}(-1)^{n-k}\binom{n}{k}f(x+kh),
\]

written `stencil h n f x` in Lean. It is the bare sum: the division by \(h^n\), which many texts include in the word "stencil", is written separately. The forward difference is \(\Delta f(y)=f(y+h)-f(y)\), Mathlib's `fwdDiff h`.

The derivative \(f^{(k)}\) is `iteratedDeriv k f`. "\(n\) times differentiable" means that \(f^{(k)}\) is differentiable on all of \(\mathbb R\) for every \(k<n\), which is the hypothesis `hf`. So \(f^{(n)}\) exists everywhere but need not be continuous. The open interval \((a,b)\) is `Set.Ioo a b`.

For \(n=2\) the sum is the three-point second difference found in one common finite-difference form of the kinetic-energy term of a one-dimensional Schrödinger equation. The results apply there to a real wavefunction that is differentiable often enough on the whole line. That scheme assigns the difference to the middle point, whereas the estimates in (g) and (h) refer to the left end \(x\).

The function values are exact real numbers. In a computation they carry errors: for \(n\ge1\) and \(h>0\), if each is off by at most \(\epsilon\), the scaled sum \(S_nf(x)/h^n\) can be off by as much as \(2^n\epsilon/h^n\), which grows as \(h\) shrinks.

```lean
import Mathlib

open Filter Topology

namespace ForwardDifferenceMeanValue

/-- The forward-difference stencil of order `n` with grid spacing `h`: the alternating binomial
sum of the values of `f` at the grid points `x, x + h, ..., x + n h`. -/
def stencil (h : ℝ) (n : ℕ) (f : ℝ → ℝ) (x : ℝ) : ℝ :=
  ∑ k ∈ Finset.range (n + 1), (-1 : ℝ) ^ (n - k) * (n.choose k : ℝ) * f (x + k * h)
```

## (a) The sum as a repeated difference

Show that, for every real \(h\) and every \(n\ge 0\),

\[
S_n f(x)=\Delta^n f(x).
\]

**Solution.** Let \(E\) be the shift, \(Ef(y)=f(y+h)\). Then \(\Delta=E-1\), and \(E\) commutes with the identity, so the binomial theorem gives

\[
\Delta^n=(E-1)^n=\sum_{k=0}^{n}(-1)^{n-k}\binom nk E^k .
\]

Applying this to \(f\) at \(x\), with \(E^kf(x)=f(x+kh)\), gives the claim. In Lean the expansion is Mathlib's `fwdDiff_iter_eq_sum_shift`, and the two sums are then compared term by term.

```lean
/-- The stencil of order `n` is the forward difference applied `n` times. -/
theorem stencil_eq_iterate (h : ℝ) (n : ℕ) (f : ℝ → ℝ) (x : ℝ) :
    stencil h n f x = (fwdDiff h)^[n] f x := by
  rw [fwdDiff_iter_eq_sum_shift, stencil]
  refine Finset.sum_congr rfl fun k _ => ?_
  simp [zsmul_eq_mul, nsmul_eq_mul]
```

## (b) Lowering the order by one

Show that

\[
S_{n+1}f(x)=S_n(\Delta f)(x).
\]

**Solution.** By (a), the left side is \(\Delta^{n+1}f(x)=\Delta^n(\Delta f)(x)\), which is the right side. Lean closes this with `rfl`, because an iterate is defined by applying the function once and then iterating \(n\) times.

```lean
/-- The stencil of order `n + 1` on `f` is the stencil of order `n` on the forward difference
of `f`. -/
theorem stencil_succ (h : ℝ) (n : ℕ) (f : ℝ → ℝ) (x : ℝ) :
    stencil h (n + 1) f x = stencil h n (fun y => f (y + h) - f y) x := by
  rw [stencil_eq_iterate, stencil_eq_iterate]
  rfl
```

## (c) Differentiating a difference

Let \(g\) be differentiable. Show that

\[
(\Delta g)'(y)=g'(y+h)-g'(y).
\]

**Solution.** The shift \(y\mapsto y+h\) has derivative 1, so by the chain rule \(g(y+h)\) has derivative \(g'(y+h)\). Subtract the derivative of \(g(y)\). The Lean term does the same with `comp_add_const` and `fun_sub`.

```lean
/-- The forward difference of a differentiable function has as its derivative the forward
difference of the derivative. -/
theorem hasDerivAt_difference {g : ℝ → ℝ} (hg : Differentiable ℝ g) (h y : ℝ) :
    HasDerivAt (fun z => g (z + h) - g z) (deriv g (y + h) - deriv g y) y :=
  ((hg (y + h)).hasDerivAt.comp_add_const y h).fun_sub (hg y).hasDerivAt
```

## (d) Higher derivatives of a difference

Let \(f\) be \(n\) times differentiable. Show that, for \(k\le n\),

\[
(\Delta f)^{(k)}(y)=f^{(k)}(y+h)-f^{(k)}(y).
\]

**Solution.** Use induction on \(k\). For \(k=0\) this is the definition of \(\Delta f\). If it holds for \(k\) and \(k+1\le n\), then \(k<n\), so \(f^{(k)}\) is differentiable. Part (c) with \(g=f^{(k)}\) gives the formula for \(k+1\). In Lean, `omega` supplies the inequalities between the orders.

```lean
/-- For an `n` times differentiable function, taking up to `n` derivatives commutes with taking
the forward difference. -/
theorem iteratedDeriv_difference {n : ℕ} {f : ℝ → ℝ}
    (hf : ∀ k < n, Differentiable ℝ (iteratedDeriv k f)) (h : ℝ) (k : ℕ) (hk : k ≤ n) :
    iteratedDeriv k (fun y => f (y + h) - f y) =
      fun y => iteratedDeriv k f (y + h) - iteratedDeriv k f y := by
  induction k with
  | zero => simp only [iteratedDeriv_zero]
  | succ k ih =>
    rw [iteratedDeriv_succ, ih (by omega), iteratedDeriv_succ]
    funext y
    exact (hasDerivAt_difference (hf k (by omega)) h y).deriv
```

## (e) One grid step

Let \(g\) be differentiable and \(h>0\). Find \(\xi\in(x,x+h)\) with

\[
g(x+h)-g(x)=h\,g'(\xi).
\]

**Solution.** The function \(g\) is continuous on \([x,x+h]\) and differentiable inside. The ordinary mean value theorem, `exists_deriv_eq_slope`, gives \(\xi\) with

\[
g'(\xi)=\frac{g(x+h)-g(x)}{h}.
\]

Multiply by \(h\neq0\).

```lean
/-- The mean value theorem over one grid step `h > 0`: the increment of a differentiable function
is `h` times its derivative at a point strictly inside the step. -/
theorem one_step_mean_value {g : ℝ → ℝ} (hg : Differentiable ℝ g) {h : ℝ} (hh : 0 < h) (x : ℝ) :
    ∃ ξ ∈ Set.Ioo x (x + h), g (x + h) - g x = h * deriv g ξ := by
  obtain ⟨ξ, hξ, e⟩ := exists_deriv_eq_slope g (show x < x + h by linarith)
    hg.continuous.continuousOn hg.differentiableOn
  refine ⟨ξ, hξ, ?_⟩
  have hne : h ≠ 0 := hh.ne'
  rw [e, add_sub_cancel_left]
  field_simp
```

## (f) The intermediate point for order \(n\)

Let \(n\ge1\), \(h>0\), and let \(f\) be \(n\) times differentiable. Show that some \(\xi\in(x,x+nh)\) satisfies

\[
S_nf(x)=h^n f^{(n)}(\xi).
\]

**Solution.** Use induction on \(n\), for all functions \(f\) at once. For \(n=1\), \(S_1f(x)=f(x+h)-f(x)\), and the claim is (e), the ordinary mean value theorem. For \(n=0\) the interval would be empty.

Suppose the claim holds for \(n\), and let \(f\) be \(n+1\) times differentiable. By (c) and (d), \(\Delta f\) is \(n\) times differentiable. The induction hypothesis for \(\Delta f\) gives \(\eta\in(x,x+nh)\), and (e) for \(f^{(n)}\) gives \(\xi\in(\eta,\eta+h)\), such that

\[
\begin{aligned}
S_{n+1}f(x)&=S_n(\Delta f)(x)=h^n(\Delta f)^{(n)}(\eta)\\
&=h^n\bigl(f^{(n)}(\eta+h)-f^{(n)}(\eta)\bigr)=h^{n+1}f^{(n+1)}(\xi).
\end{aligned}
\]

Moreover \(x<\eta<\xi<\eta+h<x+(n+1)h\).

In Lean, `generalizing f` lets the induction hypothesis be used for \(\Delta f\). The facts `hd`, `e`, `c` and `e'` are the differentiability of \(\Delta f\), the induction hypothesis, part (d) and part (e).

```lean
/-- Mean value theorem for iterated forward differences: if `f` is `n` times differentiable with
`n ≥ 1` and `h > 0`, the stencil of order `n` equals `h ^ n` times the `n`-th derivative of `f`
at some point strictly between `x` and `x + n h`. -/
theorem stencil_mean_value {n : ℕ} (hn : 1 ≤ n) {f : ℝ → ℝ}
    (hf : ∀ k < n, Differentiable ℝ (iteratedDeriv k f)) {h : ℝ} (hh : 0 < h) (x : ℝ) :
    ∃ ξ ∈ Set.Ioo x (x + n * h), stencil h n f x = h ^ n * iteratedDeriv n f ξ := by
  induction n, hn using Nat.le_induction generalizing f with
  | base =>
    have hf0 : Differentiable ℝ f := by simpa using hf 0 one_pos
    obtain ⟨ξ, hξ, e⟩ := one_step_mean_value hf0 hh x
    refine ⟨ξ, by simpa using hξ, ?_⟩
    rw [iteratedDeriv_one, pow_one, ← e]
    exact (stencil_succ h 0 f x).trans (by simp [stencil])
  | succ n hn ih =>
    have hf' : ∀ k < n, Differentiable ℝ (iteratedDeriv k f) := fun k hk => hf k (by omega)
    -- the forward difference of `f` is again `n` times differentiable
    have hd : ∀ k < n, Differentiable ℝ (iteratedDeriv k (fun y => f (y + h) - f y)) := by
      intro k hk
      rw [iteratedDeriv_difference hf' h k hk.le]
      exact fun y => (hasDerivAt_difference (hf' k hk) h y).differentiableAt
    obtain ⟨η, hη, e⟩ := @ih (fun y => f (y + h) - f y) hd
    -- one more mean value step, for the `n`-th derivative on `(η, η + h)`
    obtain ⟨ξ, hξ, e'⟩ := one_step_mean_value (hf n (by omega)) hh η
    have c : iteratedDeriv n (fun y => f (y + h) - f y) η =
        iteratedDeriv n f (η + h) - iteratedDeriv n f η :=
      congrFun (iteratedDeriv_difference hf' h n le_rfl) η
    refine ⟨ξ, ⟨hη.1.trans hξ.1, ?_⟩, ?_⟩
    · push_cast
      linarith [hη.2, hξ.2]
    · rw [stencil_succ, e, c, e', iteratedDeriv_succ]
      ring
```

## (g) The error at the left end

Let \(n\ge1\), \(h>0\), let \(f\) be \(n+1\) times differentiable, and let \(|f^{(n+1)}|\le M\) on \((x,x+nh)\). The constant \(M\) limits how fast the wanted derivative varies across the grid points used. Show that

\[
\left|\frac{S_nf(x)}{h^n}-f^{(n)}(x)\right|\le M\,n\,h .
\]

**Solution.** By (f), the scaled sum is \(f^{(n)}(\xi)\) with \(0<\xi-x<nh\). Part (e) for \(f^{(n)}\), with step \(\xi-x\), gives \(c\in(x,\xi)\) such that

\[
|f^{(n)}(\xi)-f^{(n)}(x)|=(\xi-x)\,|f^{(n+1)}(c)|\le nh\,M .
\]

The closing `calc` block is this last inequality.

```lean
/-- Error bound for the forward-difference estimate of the `n`-th derivative, `n ≥ 1`, `h > 0`:
if `f` is `n + 1` times differentiable and its derivative of order `n + 1` is at most `M` in
absolute value between `x` and `x + n h`, the error at `x` is at most `M n h`. -/
theorem stencil_error_bound {n : ℕ} (hn : 1 ≤ n) {f : ℝ → ℝ}
    (hf : ∀ k < n + 1, Differentiable ℝ (iteratedDeriv k f)) {h : ℝ} (hh : 0 < h) (x : ℝ)
    {M : ℝ} (hM : ∀ y ∈ Set.Ioo x (x + n * h), |iteratedDeriv (n + 1) f y| ≤ M) :
    |stencil h n f x / h ^ n - iteratedDeriv n f x| ≤ M * n * h := by
  obtain ⟨ξ, hξ, e⟩ := stencil_mean_value hn (fun k hk => hf k (by omega)) hh x
  -- compare the `n`-th derivative at `ξ` and at `x`
  obtain ⟨c, hc, e'⟩ := one_step_mean_value (hf n (by omega)) (sub_pos.2 hξ.1) x
  have hx : x + (ξ - x) = ξ := by ring
  rw [hx] at hc e'
  have hb : |deriv (iteratedDeriv n f) c| ≤ M := by
    rw [← iteratedDeriv_succ]
    exact hM c ⟨hc.1, hc.2.trans hξ.2⟩
  rw [e, mul_div_cancel_left₀ _ (pow_ne_zero n hh.ne'), e', abs_mul,
    abs_of_pos (sub_pos.2 hξ.1)]
  calc (ξ - x) * |deriv (iteratedDeriv n f) c| ≤ (n * h) * M :=
        mul_le_mul (by linarith [hξ.2]) hb (abs_nonneg _) (by positivity)
    _ = M * n * h := by ring
```

## (h) The limit of small spacing

Let \(n\ge1\), let \(f\) be \(n\) times differentiable, and let \(f^{(n)}\) be continuous at \(x\). Show that

\[
\lim_{h\to0^+}\frac{S_nf(x)}{h^n}=f^{(n)}(x).
\]

**Solution.** Given \(\varepsilon>0\), choose \(\delta>0\) such that \(|y-x|<\delta\) implies \(|f^{(n)}(y)-f^{(n)}(x)|<\varepsilon\). If \(0<h<\delta/n\), the point \(\xi\) from (f) satisfies \(0<\xi-x<nh<\delta\). The scaled sum equals \(f^{(n)}(\xi)\), so it lies within \(\varepsilon\) of \(f^{(n)}(x)\).

No derivative of order \(n+1\) is required, and no rate of convergence is obtained. In Lean, `𝓝[>] 0` expresses the approach to zero through positive \(h\), and the proof makes the same choice `δ / n`.

```lean
/-- If `f` is `n` times differentiable, `n ≥ 1`, and its `n`-th derivative is continuous at `x`,
then the stencil divided by `h ^ n` converges to that derivative at `x` as the grid spacing `h`
tends to zero from above. -/
theorem stencil_tendsto {n : ℕ} (hn : 1 ≤ n) {f : ℝ → ℝ}
    (hf : ∀ k < n, Differentiable ℝ (iteratedDeriv k f)) {x : ℝ}
    (hcont : ContinuousAt (iteratedDeriv n f) x) :
    Tendsto (fun h => stencil h n f x / h ^ n) (𝓝[>] 0) (𝓝 (iteratedDeriv n f x)) := by
  have hn' : (0 : ℝ) < n := by exact_mod_cast hn
  rw [Metric.tendsto_nhdsWithin_nhds]
  intro ε hε
  obtain ⟨δ, hδ, hc⟩ := Metric.continuousAt_iff.1 hcont ε hε
  refine ⟨δ / n, div_pos hδ hn', ?_⟩
  intro h hh hd
  have hpos : 0 < h := hh
  obtain ⟨ξ, hξ, e⟩ := stencil_mean_value hn hf hpos x
  rw [e, mul_div_cancel_left₀ _ (pow_ne_zero n hpos.ne')]
  -- the intermediate point is squeezed towards `x`
  apply hc
  rw [Real.dist_eq, sub_zero, abs_of_pos hpos, lt_div_iff₀ hn'] at hd
  rw [Real.dist_eq, abs_of_pos (sub_pos.2 hξ.1)]
  linarith [hξ.2]

end ForwardDifferenceMeanValue
```

```lean
#print axioms ForwardDifferenceMeanValue.stencil_mean_value
#print axioms ForwardDifferenceMeanValue.stencil_error_bound
#print axioms ForwardDifferenceMeanValue.stencil_tendsto
```

```
'ForwardDifferenceMeanValue.stencil_mean_value' depends on axioms: [propext, Classical.choice, Quot.sound]
'ForwardDifferenceMeanValue.stencil_error_bound' depends on axioms: [propext, Classical.choice, Quot.sound]
'ForwardDifferenceMeanValue.stencil_tendsto' depends on axioms: [propext, Classical.choice, Quot.sound]
```
